# A strictly positive distribution of two Ising spins is a Gibbs distribution with exactly one coupling and one pair of fields

**Q:** You represent a joint distribution as a real function of two Boolean labels. Nothing in that type says "probability", and a Boolean is not a spin. Where is the physics?

**A:** The labels only name the states. A separate function gives them the values $+1$ and $-1$, and the theorems add positivity and normalisation as hypotheses wherever they are needed. The function `p : Bool → Bool → ℝ` is then a table of four numbers. I write them $p_{++}, p_{+-}, p_{-+}, p_{--}$, with the first spin's state first, so $p_{+-}$ is `p true false`.

```lean
import Mathlib

open Finset

namespace InversePairProblem

noncomputable section

/-- The value of a spin: `true` is spin up, +1, and `false` is spin down, -1. -/
def spin : Bool → ℝ
  | true => 1
  | false => -1
```

**Q:** And the interaction? I would start from an energy and a temperature.

**A:** Only their ratio affects the distribution. For an energy $E(s,t)=-Jst-As-Bt$ at thermal energy $k_BT$, set $K=J/k_BT$, $h=A/k_BT$ and $g=B/k_BT$. The weight is $e^{Kst+hs+gt}$, so positive $K$ favours parallel spins. In a binary alloy, where the spin marks the species on a site, it favours like pairs.

```lean
/-- The Boltzmann weight of two spins with coupling `K` and local fields `h` and `g`,
all in units of the thermal energy. -/
def weight (K h g : ℝ) (s t : Bool) : ℝ :=
  Real.exp (K * spin s * spin t + h * spin s + g * spin t)
```

Summing the weight over the four states gives the partition sum $Z$, and dividing by $Z$ gives the Gibbs distribution.

```lean
/-- The partition sum of the pair. -/
def partitionSum (K h g : ℝ) : ℝ := ∑ s, ∑ t, weight K h g s t

/-- The Gibbs distribution of the pair. -/
def gibbs (K h g : ℝ) (s t : Bool) : ℝ := weight K h g s t / partitionSum K h g
```

**Q:** How do you get back from probabilities to $K$?

**A:** Take the logarithm of $p(s,t)=e^{Kst+hs+gt}/Z$ in each state:

$$\begin{aligned}
\ln p_{++}&=K+h+g-\ln Z, & \ln p_{+-}&=-K+h-g-\ln Z,\\
\ln p_{-+}&=-K-h+g-\ln Z, & \ln p_{--}&=K-h-g-\ln Z.
\end{aligned}$$

Add the first and last equations and subtract the other two. The fields and $\ln Z$ cancel, leaving $4K$. Two other sign patterns isolate $4h$ and $4g$. Hence

$$K=\tfrac14\ln\frac{p_{++}p_{--}}{p_{+-}p_{-+}},\quad
h=\tfrac14\ln\frac{p_{++}p_{+-}}{p_{-+}p_{--}},\quad
g=\tfrac14\ln\frac{p_{++}p_{-+}}{p_{+-}p_{--}}.$$

The file defines these as functions of any table, whether or not it came from a Gibbs distribution.

```lean
/-- The coupling read off from a joint distribution. -/
def pairCoupling (p : Bool → Bool → ℝ) : ℝ :=
  1 / 4 * Real.log (p true true * p false false / (p true false * p false true))

/-- The field on the first spin read off from a joint distribution. -/
def leftField (p : Bool → Bool → ℝ) : ℝ :=
  1 / 4 * Real.log (p true true * p true false / (p false true * p false false))

/-- The field on the second spin read off from a joint distribution. -/
def rightField (p : Bool → Bool → ℝ) : ℝ :=
  1 / 4 * Real.log (p true true * p false true / (p true false * p false false))
```

It also defines the covariance $C=\langle st\rangle-\langle s\rangle\langle t\rangle$, which lets us compare the coupling with the correlation.

```lean
/-- The covariance of the two spins: the mean of the product minus the product of the means. -/
def covariance (p : Bool → Bool → ℝ) : ℝ :=
  (∑ s, ∑ t, spin s * spin t * p s t)
    - (∑ s, ∑ t, spin s * p s t) * (∑ s, ∑ t, spin t * p s t)
```

**Q:** Your derivation assumed that $p$ was a Gibbs distribution. That gives uniqueness. Why should an arbitrary positive table have this form?

**A:** Compute $K,h,g$ from the table by the three formulas, and let $c$ be the average of the four log-probabilities. In the state $(+,+)$, the sum $K+h+g+c$ contains $\ln p_{++}$ four times with coefficient $\tfrac14$, while each other logarithm appears twice with each sign and cancels. The same count works in the other states, so

$$Kst+hs+gt+c=\ln p(s,t),\qquad e^{Kst+hs+gt}=p(s,t)\,e^{-c}.$$

Summing over states and using $\sum p=1$ gives $Z=e^{-c}$. Dividing the weight by $Z$ returns $p(s,t)$.

**Q:** Show me that the formal proof follows this route.

**A:** It starts with the facts that make the divisions and logarithms legitimate: $Z$ is a sum of exponentials and hence positive, so every Gibbs distribution is positive and normalised.

```lean
/-- The partition sum is positive. -/
theorem partitionSum_pos (K h g : ℝ) : 0 < partitionSum K h g := by
  simp only [partitionSum, Fintype.sum_bool, weight]
  positivity

/-- Every Gibbs distribution of the pair is strictly positive and normalised. -/
theorem gibbs_distribution (K h g : ℝ) :
    (∀ s t, 0 < gibbs K h g s t) ∧ ∑ s, ∑ t, gibbs K h g s t = 1 := by
  constructor
  · intro s t
    exact div_pos (Real.exp_pos _) (partitionSum_pos K h g)
  · simp only [gibbs, ← Finset.sum_div]
    exact div_self (partitionSum_pos K h g).ne'
```

Next, `parameters_eq_logs` expands the logarithms of the ratios. Its local statement `key` does this once for four positive numbers, and the three formulas use it in turn.

```lean
/-- For positive probabilities the coupling and the two fields are linear combinations of
the log-probabilities. -/
theorem parameters_eq_logs (p : Bool → Bool → ℝ) (hp : ∀ s t, 0 < p s t) :
    pairCoupling p = (Real.log (p true true) + Real.log (p false false)
      - Real.log (p true false) - Real.log (p false true)) / 4 ∧
    leftField p = (Real.log (p true true) + Real.log (p true false)
      - Real.log (p false true) - Real.log (p false false)) / 4 ∧
    rightField p = (Real.log (p true true) + Real.log (p false true)
      - Real.log (p true false) - Real.log (p false false)) / 4 := by
  have key : ∀ a b c d : ℝ, 0 < a → 0 < b → 0 < c → 0 < d →
      Real.log (a * b / (c * d)) = Real.log a + Real.log b - Real.log c - Real.log d := by
    intro a b c d ha hb hc hd
    rw [Real.log_div (mul_pos ha hb).ne' (mul_pos hc hd).ne',
      Real.log_mul ha.ne' hb.ne', Real.log_mul hc.ne' hd.ne']
    ring
  refine ⟨?_, ?_, ?_⟩
  · rw [pairCoupling, key _ _ _ _ (hp _ _) (hp _ _) (hp _ _) (hp _ _)]
    ring
  · rw [leftField, key _ _ _ _ (hp _ _) (hp _ _) (hp _ _) (hp _ _)]
    ring
  · rw [rightField, key _ _ _ _ (hp _ _) (hp _ _) (hp _ _) (hp _ _)]
    ring
```

The forward calculation is `parameters_gibbs`. There `hl` is the set of four logarithmic equations, and `ring` carries out the cancellation.

```lean
/-- Read off from a Gibbs distribution, the coupling and the fields are those that
generated it. -/
theorem parameters_gibbs (K h g : ℝ) :
    pairCoupling (gibbs K h g) = K ∧ leftField (gibbs K h g) = h ∧
      rightField (gibbs K h g) = g := by
  have hl : ∀ s t, Real.log (gibbs K h g s t) =
      K * spin s * spin t + h * spin s + g * spin t - Real.log (partitionSum K h g) := by
    intro s t
    rw [gibbs, weight, Real.log_div (Real.exp_pos _).ne' (partitionSum_pos K h g).ne',
      Real.log_exp]
  obtain ⟨e1, e2, e3⟩ := parameters_eq_logs _ (gibbs_distribution K h g).1
  -- the logarithm of the partition sum cancels in all three combinations
  rw [e1, e2, e3]
  simp only [hl, spin]
  refine ⟨by ring, by ring, by ring⟩
```

The main theorem, `inverse_pair`, joins the two directions. From left to right it substitutes the Gibbs distribution for `p` and applies the previous lemma. From right to left, `hw` is the identity between the weight and $p\,e^{-c}$, checked in all four states, and `hZ` is the normalisation step.

```lean
/-- Inverse pair problem: a strictly positive joint distribution of two spins is the Gibbs
distribution with parameters `K`, `h`, `g` exactly when these are the coupling and the fields
read off from it. -/
theorem inverse_pair (p : Bool → Bool → ℝ) (hp : ∀ s t, 0 < p s t)
    (hn : ∑ s, ∑ t, p s t = 1) (K h g : ℝ) :
    (∀ s t, p s t = gibbs K h g s t) ↔
      K = pairCoupling p ∧ h = leftField p ∧ g = rightField p := by
  constructor
  · intro hpg
    have hfun : p = gibbs K h g := funext fun s => funext fun t => hpg s t
    obtain ⟨e1, e2, e3⟩ := parameters_gibbs K h g
    rw [hfun]
    exact ⟨e1.symm, e2.symm, e3.symm⟩
  · rintro ⟨hK, hh, hg⟩
    obtain ⟨e1, e2, e3⟩ := parameters_eq_logs p hp
    rw [e1] at hK
    rw [e2] at hh
    rw [e3] at hg
    obtain ⟨c, hc⟩ : ∃ c, c = (Real.log (p true true) + Real.log (p true false)
      + Real.log (p false true) + Real.log (p false false)) / 4 := ⟨_, rfl⟩
    -- the Boltzmann weight is the probability times a constant
    have hw : ∀ s t, weight K h g s t = p s t * Real.exp (-c) := by
      intro s t
      have h1 : p s t * Real.exp (-c) = Real.exp (Real.log (p s t) + -c) := by
        rw [Real.exp_add, Real.exp_log (hp s t)]
      rw [h1, weight]
      refine congrArg Real.exp ?_
      rw [hK, hh, hg, hc]
      cases s <;> cases t <;> simp only [spin] <;> ring
    -- normalisation identifies the constant with the partition sum
    have hZ : partitionSum K h g = Real.exp (-c) := by
      simp only [partitionSum, hw, ← Finset.sum_mul, hn, one_mul]
    intro s t
    rw [gibbs, hw, hZ, mul_div_assoc, div_self (Real.exp_ne_zero _), mul_one]
```

In words: for a positive, normalised table and any real $K,h,g$, the table agrees with the Gibbs distribution in every state if and only if the three parameters have the values given by the formulas.

**Q:** Is uniqueness of $K$ alone enough, or could different fields give the same table?

**A:** The whole triple is unique. In `existsUnique_parameters`, the variable `x` is a triple whose components are $K$, $h$ and $g$, and `∃!` says that exactly one such triple reproduces `p`. Both parts of the proof come from `inverse_pair`.

```lean
/-- Every strictly positive joint distribution of two spins is the Gibbs distribution of
exactly one triple of coupling and fields. -/
theorem existsUnique_parameters (p : Bool → Bool → ℝ) (hp : ∀ s t, 0 < p s t)
    (hn : ∑ s, ∑ t, p s t = 1) :
    ∃! x : ℝ × ℝ × ℝ, ∀ s t, p s t = gibbs x.1 x.2.1 x.2.2 s t := by
  refine ⟨(pairCoupling p, leftField p, rightField p),
    (inverse_pair p hp hn _ _ _).2 ⟨rfl, rfl, rfl⟩, ?_⟩
  rintro ⟨K, h, g⟩ hx
  obtain ⟨h1, h2, h3⟩ := (inverse_pair p hp hn K h g).1 hx
  rw [h1, h2, h3]
```

**Q:** Give me numbers.

**A:** Take $p_{++}=\tfrac12$, $p_{+-}=p_{-+}=\tfrac18$ and $p_{--}=\tfrac14$. The ratio for $K$ is $\tfrac18\big/\tfrac1{64}=8$, so $K=\tfrac34\ln2\approx0.520$. Both field ratios equal $2$, so $h=g=\tfrac14\ln2\approx0.173$.

Going back, the weights in the order $++,+-,-+,--$ are $2^{5/4},2^{-3/4},2^{-3/4},2^{1/4}$. Their sum is $4\cdot2^{1/4}$, and division returns the original table.

**Q:** Does the sign of $K$ agree with the sign of the correlation, even when fields are present?

**A:** Yes. Because the probabilities sum to one,

$$\langle st\rangle=(p_{++}+p_{--})^2-(p_{+-}+p_{-+})^2,$$

while the product of the means is

$$\langle s\rangle\langle t\rangle=(p_{++}-p_{--})^2-(p_{+-}-p_{-+})^2.$$

Subtracting gives $C=4(p_{++}p_{--}-p_{+-}p_{-+})$. In the example this is $\tfrac7{16}$, which matches $\tfrac12-\tfrac14\cdot\tfrac14$. The Lean proof reaches the same identity by subtracting a multiple of the normalisation equation.

```lean
/-- The spin covariance is four times the difference between the product of the
probabilities of the two parallel states and that of the two antiparallel states. -/
theorem covariance_eq (p : Bool → Bool → ℝ) (hn : ∑ s, ∑ t, p s t = 1) :
    covariance p =
      4 * (p true true * p false false - p true false * p false true) := by
  simp only [Fintype.sum_bool] at hn
  simp only [covariance, Fintype.sum_bool, spin]
  linear_combination
    (-(p true true - p true false - p false true + p false false)) * hn
```

The logarithm is increasing, so $K>0$ exactly when $p_{++}p_{--}>p_{+-}p_{-+}$, that is, when $C>0$.

```lean
/-- For a strictly positive joint distribution, the coupling is positive exactly when the covariance
of the spins is positive. -/
theorem pairCoupling_pos_iff (p : Bool → Bool → ℝ) (hp : ∀ s t, 0 < p s t)
    (hn : ∑ s, ∑ t, p s t = 1) : 0 < pairCoupling p ↔ 0 < covariance p := by
  have ha := mul_pos (hp true true) (hp false false)
  have hb := mul_pos (hp true false) (hp false true)
  have hlog := Real.log_lt_log_iff hb ha
  rw [covariance_eq p hn, pairCoupling, Real.log_div ha.ne' hb.ne']
  constructor
  · intro h
    have := hlog.1 (by linarith)
    linarith
  · intro h
    have := hlog.2 (by linarith)
    linarith
```

**Q:** Zero covariance does not generally mean independence. Does zero coupling?

**A:** For this pair it does. Normalisation gives

$$p_{++}-(p_{++}+p_{+-})(p_{++}+p_{-+})=p_{++}p_{--}-p_{+-}p_{-+},$$

and the other three states give the same difference up to sign. If $K=0$, injectivity of the logarithm makes the difference vanish, and $p$ is the product of its single-spin distributions. Conversely, a product distribution makes the ratio equal to one. In the Lean proof, the first four `linear_combination` lines use these four identities, and the fifth uses the first of them again for the converse.

```lean
/-- For a strictly positive joint distribution, the coupling vanishes exactly when the distribution
is the product of its two single-spin distributions. -/
theorem pairCoupling_eq_zero_iff (p : Bool → Bool → ℝ) (hp : ∀ s t, 0 < p s t)
    (hn : ∑ s, ∑ t, p s t = 1) :
    pairCoupling p = 0 ↔ ∀ s t, p s t = (∑ t', p s t') * (∑ s', p s' t) := by
  have ha := mul_pos (hp true true) (hp false false)
  have hb := mul_pos (hp true false) (hp false true)
  simp only [Fintype.sum_bool] at hn ⊢
  rw [pairCoupling, Real.log_div ha.ne' hb.ne']
  constructor
  · intro h
    have hd : p true true * p false false = p true false * p false true :=
      Real.log_injOn_pos ha hb (by linarith)
    rintro (_ | _) (_ | _)
    · linear_combination (-p false false) * hn + hd
    · linear_combination (-p false true) * hn - hd
    · linear_combination (-p true false) * hn - hd
    · linear_combination (-p true true) * hn + hd
  · intro h
    have hd : p true true * p false false = p true false * p false true := by
      linear_combination h true true + p true true * hn
    rw [hd, sub_self, mul_zero]
```

**Q:** Suppose I change the local fields. The covariance can change. Can the inferred coupling?

**A:** No. A field change multiplies the table by a factor depending on $s$ and one depending on $t$, followed by renormalisation. With factors $a(s)$ and $b(t)$, both the numerator and the denominator of the ratio for $K$ acquire $a(+)a(-)b(+)b(-)$, which cancels. The theorem allows any positive single-site factors and does not require the reweighted table to be normalised, since a common constant cancels as well.

```lean
/-- Reweighting the joint distribution by positive single-site factors leaves the coupling
unchanged. -/
theorem pairCoupling_reweight (p : Bool → Bool → ℝ) (a b : Bool → ℝ)
    (ha : ∀ s, 0 < a s) (hb : ∀ t, 0 < b t) :
    pairCoupling (fun s t => a s * b t * p s t) = pairCoupling p := by
  have hm : a true * a false * (b true * b false) ≠ 0 :=
    (mul_pos (mul_pos (ha _) (ha _)) (mul_pos (hb _) (hb _))).ne'
  have h1 : a true * b true * p true true * (a false * b false * p false false) =
      a true * a false * (b true * b false) * (p true true * p false false) := by ring
  have h2 : a true * b false * p true false * (a false * b true * p false true) =
      a true * a false * (b true * b false) * (p true false * p false true) := by ring
  simp only [pairCoupling]
  rw [h1, h2, mul_div_mul_left _ _ hm]

end

end InversePairProblem
```

```lean
#print axioms InversePairProblem.inverse_pair
-- 'InversePairProblem.inverse_pair' depends on axioms: [propext, Classical.choice, Quot.sound]
#print axioms InversePairProblem.existsUnique_parameters
-- 'InversePairProblem.existsUnique_parameters' depends on axioms: [propext, Classical.choice, Quot.sound]
#print axioms InversePairProblem.pairCoupling_eq_zero_iff
-- 'InversePairProblem.pairCoupling_eq_zero_iff' depends on axioms: [propext, Classical.choice, Quot.sound]
#print axioms InversePairProblem.pairCoupling_reweight
-- 'InversePairProblem.pairCoupling_reweight' depends on axioms: [propext, Classical.choice, Quot.sound]
```

**Q:** What happens if one configuration never occurs?

**A:** Then no finite parameters reproduce the table, because every Gibbs probability is positive. Let $p_{+-}\to0$ while the other three probabilities approach positive limits. The formulas give $K\to+\infty$, $h\to-\infty$ and $g\to+\infty$. The positivity hypothesis therefore stands for finite energies at nonzero temperature: no configuration is strictly forbidden.

**Q:** So can I measure neighbour frequencies in an alloy simulation and read off the pair interaction?

**A:** You can read off $J/k_BT$, though not the separate energies of like and unlike pairs, if the two sites interact with no others, are in thermal equilibrium with the species on each site free to change, and have exactly known probabilities. For two sites inside a larger lattice, the formula applied to their joint distribution gives an effective coupling, which generally includes correlations carried by the surrounding sites and need not equal the pair term in the lattice Hamiltonian. The theorems treat neither that larger inverse problem nor the statistical error of sampled frequencies.
